# On an even periodic grid, $-D^2/2$ has at least two zero modes for every real antisymmetric circulant $D$

Q: Let me fix the setting before I object to it. There are $N$ grid points on a ring, with indices $i,j$ taken modulo $N$, and a grid function $u$ has real values $u_j$. A real matrix $D$ plays the part of the first derivative. What does the code require of it?

A: The points are the elements of `ZMod N`, so index arithmetic wraps around by itself.

```lean
import Mathlib

open Matrix

namespace NyquistDoubling

noncomputable section
```

Translation invariance is the condition $D_{i+k,\,j+k}=D_{ij}$ for all $i,j,k$, which makes $D$ circulant.

```lean
/-- A matrix on the periodic grid is circulant when it is unchanged by a common translation of
both grid indices. -/
def IsCirculant {N : ℕ} (D : Matrix (ZMod N) (ZMod N) ℝ) : Prop :=
  ∀ i j k, D (i + k) (j + k) = D i j
```

The second condition, antisymmetry, appears in the theorems as `Dᵀ = -D`. It is the discrete form of integration by parts without boundary terms, and it makes $-\mathrm{i}D$ a Hermitian momentum matrix.

Q: And the Nyquist mode?

A: For even $N$ it is the fastest oscillation on the grid, $s_j=(-1)^j$; for odd $N$ this sign pattern does not close around the ring. The code takes the representative of $j$ between $0$ and $N-1$, written `j.val`. The vector is unnormalised; the normalised mode is $s/\sqrt N$.

```lean
/-- The Nyquist mode `(-1)^j` on the periodic grid. -/
def nyquist (N : ℕ) (j : ZMod N) : ℝ := (-1) ^ j.val
```

Q: Which kinetic operators are being compared?

A: Both are in units $\hbar=m=1$. The first applies $D$ twice and multiplies by $-\tfrac12$. Any grid spacing is contained in the entries of $D$.

```lean
/-- The kinetic operator `-D²/2` built from a first-derivative matrix `D`. -/
def kineticOf {n : Type*} [Fintype n] (D : Matrix n n ℝ) : (n → ℝ) →ₗ[ℝ] (n → ℝ) :=
  (-(1 / 2 : ℝ)) • (D.mulVecLin ∘ₗ D.mulVecLin)
```

The second is the three-point formula with spacing $h\neq 0$,
$$(T_hu)_j=-\frac{u_{j+1}-2u_j+u_{j-1}}{2h^2}.$$

```lean
/-- The three-point kinetic operator: minus one half of the second difference with
grid spacing `h`. -/
def threePointKinetic (N : ℕ) (h : ℝ) : (ZMod N → ℝ) →ₗ[ℝ] (ZMod N → ℝ) where
  toFun u j := -(u (j + 1) - 2 * u j + u (j - 1)) / (2 * h ^ 2)
  map_add' u v := by
    ext j
    simp only [Pi.add_apply]
    ring
  map_smul' c u := by
    ext j
    simp only [Pi.smul_apply, smul_eq_mul, RingHom.id_apply]
    ring
```

The two `map` fields record that this formula is linear in $u$.

Q: Nothing there says that $D$ approximates a derivative. Are you proving something about derivatives or about arbitrary matrices?

A: About every matrix with the two symmetries, whatever its range or order of accuracy. A long stencil is covered as much as a short one, and so is $D=0$. That generality is what makes the zero mode a matter of symmetry and not of a poor stencil.

Q: Then show me the symmetry. Why should $D$ annihilate $(-1)^j$?

A: Because of reflections. Take the reflection about point $i$, which sends $j$ to $2i-j$. For even $N$, going once around the ring does not change the sign of $s$, so $s_{a+b}=s_as_b$ holds even when $a+b$ wraps. Hence
$$s_{2i-j}\,s_j=s_{2i}=s_i^2=1,$$
and since $s_j=\pm1$, this gives $s_{2i-j}=s_j$.

```lean
/-- On an even periodic grid the Nyquist mode is invariant under reflection about any
grid point `i`. -/
theorem nyquist_reflect {N : ℕ} [NeZero N] (hN : Even N) (i j : ZMod N) :
    nyquist N (i + i - j) = nyquist N j := by
  have hsq : ∀ a : ZMod N, nyquist N a * nyquist N a = 1 := by
    intro a
    unfold nyquist
    rw [← pow_add]
    exact Even.neg_one_pow ⟨_, rfl⟩
  -- wrapping around an even ring does not change the sign
  have hmod : ∀ m : ℕ, (-1 : ℝ) ^ (m % N) = (-1) ^ m := by
    intro m
    conv_rhs => rw [← Nat.div_add_mod m N]
    rw [pow_add, pow_mul, hN.neg_one_pow, one_pow, one_mul]
  have hadd : ∀ a b : ZMod N, nyquist N (a + b) = nyquist N a * nyquist N b := by
    intro a b
    unfold nyquist
    rw [ZMod.val_add, hmod, pow_add]
  have h1 : nyquist N (i + i - j) * nyquist N j = 1 := by
    rw [← hadd, sub_add_cancel, hadd, hsq]
  calc nyquist N (i + i - j)
      = nyquist N (i + i - j) * (nyquist N j * nyquist N j) := by rw [hsq, mul_one]
    _ = nyquist N j := by rw [← mul_assoc, h1, one_mul]
```

In the proof, `hmod` is the statement about wrapping and the only place where evenness enters; `hadd` is the product rule, and `h1` is the displayed equation. Lean writes $2i$ as `i + i`.

Q: So the mode is even about every grid point, as the constant is. What does $D$ do under the same reflection?

A: Its row changes sign. Translate the entry $D_{i,\,2i-j}$ by $j-i$ and then use antisymmetry:
$$D_{i,\,2i-j}=D_{j,i}=-D_{ij}.$$
Now let $s$ be any function with $s_{2i-j}=s_j$ for all $i,j$. Since $j\mapsto 2i-j$ only permutes the grid points,
$$(Ds)_i=\sum_j D_{i,\,2i-j}\,s_{2i-j}=-\sum_j D_{ij}s_j=-(Ds)_i,$$
so $(Ds)_i=0$.

```lean
/-- An antisymmetric circulant matrix annihilates every grid function that is invariant under
reflection about each grid point. -/
theorem mulVec_eq_zero_of_reflect {N : ℕ} [NeZero N] {D : Matrix (ZMod N) (ZMod N) ℝ}
    (hc : IsCirculant D) (ha : Dᵀ = -D) {s : ZMod N → ℝ}
    (hs : ∀ i j, s (i + i - j) = s j) : D *ᵥ s = 0 := by
  ext i
  change ∑ j, D i j * s j = 0
  -- reflecting about `i` flips the sign of row `i`
  have hD : ∀ j, D i (i + i - j) = -D i j := by
    intro j
    have h1 := hc i (i + i - j) (j - i)
    have e1 : i + (j - i) = j := by ring
    have e2 : i + i - j + (j - i) = i := by ring
    rw [e1, e2] at h1
    have h2 : D j i = -D i j := congrFun (congrFun ha i) j
    rw [← h1, h2]
  have hsum : ∑ j, D i (i + i - j) * s (i + i - j) = ∑ j, D i j * s j :=
    Equiv.sum_comp (Equiv.subLeft (i + i)) (fun j => D i j * s j)
  simp only [hD, hs, neg_mul, Finset.sum_neg_distrib] at hsum
  linarith
```

Here `hD` is the sign change of the row, and `hsum` is the relabelling of the sum, done by `Equiv.sum_comp`. The final `linarith` concludes that a number equal to its own negative is zero.

Q: In Fourier language I would say that the symbol of $D$ is odd in the wave number, and that $\pi/h$ and $-\pi/h$ are the same wave number on the grid.

A: That is the same argument in another basis. The reflection version stays with real vectors.

Q: Very well, $D$ has two zero modes. Could $-D^2/2$ have more than $D$ has? A square can have a larger kernel.

A: For a general matrix, yes, but not for a real antisymmetric one. If $D^2u=0$, then
$$0=u\cdot D^2u=(D^{T}u)\cdot(Du)=-|Du|^2,$$
so $Du=0$. The converse is immediate.

```lean
/-- For a real antisymmetric matrix `D`, the operators `-D²/2` and `D` have the same kernel. -/
theorem ker_kineticOf {n : Type*} [Fintype n] {D : Matrix n n ℝ} (ha : Dᵀ = -D) :
    LinearMap.ker (kineticOf D) = LinearMap.ker D.mulVecLin := by
  ext u
  rw [LinearMap.mem_ker, LinearMap.mem_ker, Matrix.mulVecLin_apply]
  change (-(1 / 2 : ℝ)) • (D *ᵥ (D *ᵥ u)) = 0 ↔ D *ᵥ u = 0
  constructor
  · intro hu
    have h0 : D *ᵥ (D *ᵥ u) = 0 := (smul_eq_zero.mp hu).resolve_left (by norm_num)
    have h1 : u ᵥ* D = -(D *ᵥ u) := by
      rw [← Matrix.mulVec_transpose, ha, Matrix.neg_mulVec]
    -- the dot product of `u` with `D²u` vanishes because `D²u` does
    have h2 : u ⬝ᵥ (D *ᵥ (D *ᵥ u)) = 0 := by rw [h0, dotProduct_zero]
    rw [Matrix.dotProduct_mulVec, h1, neg_dotProduct, neg_eq_zero] at h2
    exact dotProduct_self_eq_zero.mp h2
  · intro hu
    rw [hu, Matrix.mulVec_zero, smul_zero]
```

The lemma needs no grid and no translation invariance. In the proof, `h1` moves $D$ onto the left vector with a minus sign, and `dotProduct_self_eq_zero` says that a real vector of zero length vanishes.

Q: Now the three-point operator. I know its spectrum from plane waves, but how do you get its kernel without them?

A: With forward differences. Put $g_j=u_{j+1}-u_j$. The equation $T_hu=0$ says $g_j=g_{j-1}$ for every $j$, so all $g_j$ equal $g_0$. Around the ring they telescope:
$$0=\sum_j(u_{j+1}-u_j)=N g_0.$$
Thus $g_0=0$ and $u$ is constant. Conversely, a constant has zero second difference.

```lean
/-- The kernel of the three-point kinetic operator on a periodic grid consists of the
constant functions. -/
theorem ker_threePointKinetic (N : ℕ) [NeZero N] {h : ℝ} (hh : h ≠ 0) :
    LinearMap.ker (threePointKinetic N h) = Submodule.span ℝ {(1 : ZMod N → ℝ)} := by
  have hconst : ∀ f : ZMod N → ℝ, (∀ j, f (j + 1) = f j) → ∀ j, f j = f 0 := by
    intro f hf j
    have key : ∀ n : ℕ, f (n : ZMod N) = f 0 := by
      intro n
      induction n with
      | zero => rw [Nat.cast_zero]
      | succ n ih => rw [Nat.cast_succ, hf, ih]
    rw [← ZMod.natCast_zmod_val j]
    exact key _
  apply le_antisymm
  · intro u hu
    have h2 : 2 * h ^ 2 ≠ 0 := by positivity
    have hrec : ∀ j, u (j + 1) - 2 * u j + u (j - 1) = 0 := by
      intro j
      have hj := congrFun (LinearMap.mem_ker.mp hu) j
      change -(u (j + 1) - 2 * u j + u (j - 1)) / (2 * h ^ 2) = 0 at hj
      exact neg_eq_zero.mp ((div_eq_zero_iff.mp hj).resolve_right h2)
    -- the forward difference is the same at every grid point
    have hg : ∀ j, u (j + 1) - u j = u (0 + 1) - u 0 := by
      apply hconst (fun j => u (j + 1) - u j)
      intro j
      have hj := hrec (j + 1)
      rw [add_sub_cancel_right] at hj
      change u (j + 1 + 1) - u (j + 1) = u (j + 1) - u j
      linarith
    -- and it sums to zero around the ring
    have hsum : ∑ j, (u (j + 1) - u j) = 0 := by
      rw [Finset.sum_sub_distrib, sub_eq_zero]
      exact Equiv.sum_comp (Equiv.addRight (1 : ZMod N)) u
    rw [Finset.sum_congr rfl (fun j _ => hg j), Finset.sum_const, Finset.card_univ,
      ZMod.card, nsmul_eq_mul] at hsum
    have hz := (mul_eq_zero.mp hsum).resolve_left (Nat.cast_ne_zero.mpr (NeZero.ne N))
    have hu0 := hconst u (fun j => by linarith [hg j])
    refine Submodule.mem_span_singleton.mpr ⟨u 0, ?_⟩
    ext j
    rw [Pi.smul_apply, Pi.one_apply, smul_eq_mul, mul_one, hu0 j]
  · rw [Submodule.span_singleton_le_iff_mem, LinearMap.mem_ker]
    ext j
    change -((1 : ℝ) - 2 * 1 + 1) / (2 * h ^ 2) = 0
    norm_num
```

The auxiliary statement `hconst` says that a function unchanged by one step is constant. It is used twice, first for $g$ (giving `hg`) and then for $u$ (giving `hu0`). This lemma holds for odd $N$ as well.

Q: Read me the main theorem as a physical statement, with all its conditions.

A: Let $N$ be even and nonzero, $D$ real, circulant and antisymmetric, and $h\neq0$. Then four things hold: $D$ annihilates the constant; $D$ annihilates the Nyquist mode; the kernel of $-D^2/2$ has real dimension at least two; and the kernel of $T_h$ has dimension exactly one.

```lean
/-- On an even periodic grid every real antisymmetric circulant `D` annihilates the constant and
the Nyquist mode, and `-D²/2` has a kernel of dimension at least two, while the three-point
kinetic operator has a one-dimensional kernel. -/
theorem nyquist_doubling {N : ℕ} [NeZero N] (hN : Even N) {D : Matrix (ZMod N) (ZMod N) ℝ}
    (hc : IsCirculant D) (ha : Dᵀ = -D) {h : ℝ} (hh : h ≠ 0) :
    D *ᵥ 1 = 0 ∧ D *ᵥ nyquist N = 0 ∧
      2 ≤ Module.finrank ℝ (LinearMap.ker (kineticOf D)) ∧
      Module.finrank ℝ (LinearMap.ker (threePointKinetic N h)) = 1 := by
  have h1 : D *ᵥ 1 = 0 := mulVec_eq_zero_of_reflect hc ha (fun _ _ => rfl)
  have h2 : D *ᵥ nyquist N = 0 := mulVec_eq_zero_of_reflect hc ha (nyquist_reflect hN)
  refine ⟨h1, h2, ?_, ?_⟩
  · -- the values at the grid points 0 and 1 show that the two modes are independent
    have hlt : 1 < N := by
      obtain ⟨k, hk⟩ := hN
      have := NeZero.ne N
      omega
    have n0 : nyquist N 0 = 1 := by simp [nyquist]
    have n1 : nyquist N 1 = -1 := by
      unfold nyquist
      rw [ZMod.val_one_eq_one_mod, Nat.mod_eq_of_lt hlt, pow_one]
    have hli : LinearIndependent ℝ ![(1 : ZMod N → ℝ), nyquist N] := by
      rw [LinearIndependent.pair_iff]
      intro s t hst
      have e0 := congrFun hst 0
      have e1 := congrFun hst 1
      simp only [Pi.add_apply, Pi.smul_apply, Pi.one_apply, Pi.zero_apply, smul_eq_mul,
        n0, n1] at e0 e1
      constructor <;> linarith
    have hle : Submodule.span ℝ (Set.range ![(1 : ZMod N → ℝ), nyquist N]) ≤
        LinearMap.ker (kineticOf D) := by
      rw [ker_kineticOf ha, Submodule.span_le]
      rintro _ ⟨i, rfl⟩
      fin_cases i
      · exact h1
      · exact h2
    have hrank := Submodule.finrank_mono hle
    rw [finrank_span_eq_card hli, Fintype.card_fin] at hrank
    exact hrank
  · rw [ker_threePointKinetic N hh]
    exact finrank_span_singleton one_ne_zero
```

The first two parts apply the reflection lemma. For the third, suppose $a+b\,s_j=0$ for all $j$. At $j=0$ this reads $a+b=0$ and at $j=1$ it reads $a-b=0$, so $a=b=0$ and the two modes are independent. That is `hli`, and `Submodule.finrank_mono` turns the inclusion of their span in the kernel into the inequality. The fourth part is the dimension of the span of one nonzero vector.

Q: Why "at least two" and not "exactly two"?

A: Because $D$ may have further zero modes. On eight points, the matrix acting as $u_{j+2}-u_{j-2}$ is nonzero and has both symmetries, and it annihilates every $u$ with $u_{j+4}=u_j$, a space of dimension four. The bound can also be attained: at $N=2$ the two symmetries force $D=0$, and the kernel is the whole two-dimensional space.

Q: "Doubling" makes me think of lattice fermions. Is that what you have proved?

A: No. This is a count of zero modes for a matrix on a one-dimensional ring; there is no fermion field, no chirality and no general no-go theorem in it. The shared ingredient is a first-derivative symbol that vanishes at the edge of the Brillouin zone.

Q: Could a clever choice of $D$ still reproduce the three-point operator as $-D^2/2$?

A: Not on an even grid with these symmetries. Equal operators would have equal kernels, and one dimension is $1$ while the other is at least $2$.

```lean
/-- On an even periodic grid the three-point kinetic operator is not of the form `-D²/2` for any
real antisymmetric circulant `D`. -/
theorem threePointKinetic_ne_kineticOf {N : ℕ} [NeZero N] (hN : Even N)
    {D : Matrix (ZMod N) (ZMod N) ℝ} (hc : IsCirculant D) (ha : Dᵀ = -D) {h : ℝ}
    (hh : h ≠ 0) : threePointKinetic N h ≠ kineticOf D := by
  intro e
  obtain ⟨-, -, h2, h1⟩ := nyquist_doubling hN hc ha hh
  rw [e] at h1
  omega
```

Q: If the symmetries forced $D=0$ at every size, all this would be empty.

A: They don't. Take the hopping matrix with entry $1$ for a step forward and $-1$ for a step back, which acts as $u_{j+1}-u_{j-1}$.

```lean
/-- The antisymmetric nearest-neighbour matrix, with entry `1` for a step forward and `-1` for a
step back; for `N = 1` and `N = 2` these cancel and the matrix is zero. -/
def hop (N : ℕ) : Matrix (ZMod N) (ZMod N) ℝ :=
  Matrix.of fun i j => (if j = i + 1 then 1 else 0) - (if i = j + 1 then 1 else 0)
```

On four points it is circulant, antisymmetric and nonzero, the last because its entry in row $0$, column $1$ is $1$.

```lean
/-- On four grid points the nearest-neighbour matrix is circulant, antisymmetric and nonzero. -/
theorem nyquist_doubling_witness :
    IsCirculant (hop 4) ∧ (hop 4)ᵀ = -hop 4 ∧ hop 4 ≠ 0 := by
  refine ⟨?_, ?_, ?_⟩
  · intro i j k
    simp only [hop, Matrix.of_apply, add_right_comm _ k 1, add_left_inj]
  · ext i j
    simp only [hop, Matrix.transpose_apply, Matrix.neg_apply, Matrix.of_apply]
    ring
  · intro h0
    have h1 := congrFun (congrFun h0 0) 1
    have e1 : (1 : ZMod 4) = 0 + 1 := by decide
    have e2 : ¬ (0 : ZMod 4) = 1 + 1 := by decide
    simp only [hop, Matrix.of_apply, Matrix.zero_apply, if_pos e1, if_neg e2] at h1
    norm_num at h1

end

end NyquistDoubling
```

```lean
#print axioms NyquistDoubling.nyquist_doubling
#print axioms NyquistDoubling.threePointKinetic_ne_kineticOf
```

```
'NyquistDoubling.nyquist_doubling' depends on axioms: [propext, Classical.choice, Quot.sound]
'NyquistDoubling.threePointKinetic_ne_kineticOf' depends on axioms: [propext, Classical.choice, Quot.sound]
```

Q: Which of the hypotheses on $N$ and $D$ are really doing work? Give me small matrices.

A: One each for evenness, antisymmetry and translation invariance.

- **Odd $N$.** The same hopping matrix on three points is a nonzero antisymmetric $3\times3$ matrix, so it has rank two. Its kernel, and that of $-D^2/2$, contains only the constants.
- **No antisymmetry.** On two points, the forward difference $D=\begin{pmatrix}-1&1\\1&-1\end{pmatrix}$ is circulant, but it sends $(1,-1)$ to $(-2,2)$. Here $D^2=-2D$, so $-D^2/2=D$ has a one-dimensional kernel. This is an algebraic counter-example only: the other eigenvalue is $-2$, which is not admissible as a kinetic energy.
- **No translation invariance.** On two points, $D=\begin{pmatrix}0&1\\-1&0\end{pmatrix}$ is antisymmetric and $D^2=-1$. Then $-D^2/2=\tfrac12$ has no zero mode at all, and even the constant is lost.

Q: Where would I meet this in a program?

A: In a code on an even periodic grid that obtains the kinetic energy by applying the same antisymmetric, translation-invariant first derivative twice. With central differences, $D$ is the hopping matrix divided by $2h$, and
$$-\tfrac12(D^2u)_j=-\frac{u_{j+2}-2u_j+u_{j-2}}{8h^2}.$$
On an even grid this couples even points only to even points and odd points only to odd points. The normalised Nyquist mode gets kinetic energy $0$, whereas the three-point operator gives it $2/h^2$.

Q: Spectral derivatives are supposed to be exact. Do they escape?

A: Not if the usual real first derivative is applied twice. With an FFT on an even grid, the multiplier $\mathrm{i}k$ is commonly set to zero at the Nyquist wave number to keep the derivative of real data real. The resulting $D$ is real, circulant and antisymmetric, so the theorem applies to it. If the code multiplies by $k^2/2$ directly, the Nyquist mode keeps the energy $\tfrac12(\pi/h)^2$, and the two routines agree on all the remaining Fourier modes. A quick test is to pass the vector $1,-1,1,-1,\dots$ to the kinetic routine and see whether zero comes back.

Q: And what does that mean for an electronic-structure calculation?

A: For a single particle on a finite, periodic, one-dimensional grid with an even number of points, a kinetic matrix of the form $-D^2/2$ with these symmetries puts a grid-scale oscillation at the same zero energy as the uniform state. The theorems don't say how a potential, several dimensions or interactions would change the spectrum, and they make no statement about the limit $h\to0$.
